# On a finite grid, Hirshfeld populations carry at most the information of a positive density

Take one atom and two grid points, 0 and 1. The free atom has the density r₀ = (1, 1), one electron at each point, and the atom in its molecular environment has the density ρ = (1, 3). Its population has risen from 2 to 4. Measured against the free atom, the population and the density carry the information

4 log(4/2) ≈ 2.773 and 1 log(1/1) + 3 log(3/1) ≈ 3.296.

The difference, about 0.523, is what the population cannot tell: the density ratio ρ/r₀ is 1 at one point and 3 at the other, and the population keeps only the average, 2.

## The bound for a molecule

Hirshfeld's scheme divides a molecular density ρ among atoms in proportion to free-atom densities r_A, the proatoms. On a finite grid, with A for atoms and x for grid points, define

r₀(x) = Σ_A r_A(x), the promolecular density,
p_A = Σ_x r_A(x), the proatom population,
q_A = Σ_x ρ(x) r_A(x)/r₀(x), the Hirshfeld population.

If ρ and all r_A are positive, then

C = Σ_A q_A log(q_A/p_A) ≤ Σ_x ρ(x) log(ρ(x)/r₀(x)) = D,

with equality exactly when ρ is a constant multiple of r₀. Here q_A counts electrons; the net atomic charge is the nuclear charge minus q_A. Logarithms are natural.

C and D use unnormalised populations and densities, so either can be negative when the molecule has fewer electrons than the promolecule. With N = Σ_x ρ(x) and N₀ = Σ_x r₀(x), dividing by N and subtracting log(N/N₀) from each turns them into the relative entropies of the normalised distributions. The loss per electron is (D − C)/N, about 0.131 in the example above.

## Accumulating C and D in a Hirshfeld integration loop

A population-analysis code can obtain C and D in one pass over the grid. At each point it evaluates the molecular density, interpolates the proatom densities from radial tables and adds them to get r₀. With quadrature weight w, it then accumulates

p_A += w r_A,
q_A += w ρ r_A/r₀,
D += w ρ log(ρ/r₀).

C follows from p_A and q_A after the loop. A code that reports D − C as information lost on reducing the density to atomic populations relies on the bound for its sign. The density may come from any electronic-structure method, provided that its values on the finite grid are positive.

In the formulas of the previous section, w is absorbed into both ρ and r_A. It cancels in their ratios, and positive weights preserve positivity. The p_A in the bound is the grid sum, not the nominal electron number of the free atom. If ρ = r₀ and each grid sum slightly exceeds the nominal number, using the latter makes C positive while D is zero. If a code skips points of very low density, the bound applies to the remaining points when all three sums run over the same points.

## The loss as a sum of local gaps

For positive t and c, let

gap(t, c) = t log(t/c) − t + c.

It is zero at t = c. For t ≠ c, the strict inequality log y < y − 1 at y = c/t gives −log(t/c) < c/t − 1. Multiplying by t gives −t log(t/c) < c − t, so the gap is positive.

Now set t(x) = ρ(x)/r₀(x) and c_A = q_A/p_A. For a positive density ρ, the derivation needs only nonnegative proatoms, provided that every p_A and every r₀(x) is positive. Each q_A is then positive, because r_A is positive at some point and the term there contributes a positive amount.

For one atom, expand the logarithm and use Σ_x r_A(x) t(x) = q_A and c_A p_A = q_A:

Σ_x r_A(x) gap(t(x), c_A)
= Σ_x r_A(x) t(x) log t(x) − q_A log c_A − q_A + q_A
= Σ_x r_A(x) t(x) log t(x) − q_A log(q_A/p_A).

Summing over atoms replaces r_A(x) by r₀(x) in the first term, and r₀(x) t(x) = ρ(x). Therefore

D − C = Σ_A Σ_x r_A(x) gap(ρ(x)/r₀(x), q_A/p_A).

Every term is nonnegative, which proves the bound.

If D = C, every term vanishes. Wherever r_A(x) > 0, the gap must be zero, so ρ(x) = c_A r₀(x). Conversely, suppose that ρ(x) = k_A r₀(x) wherever r_A(x) > 0, with a constant k_A for each atom. Then q_A = Σ_x k_A r_A(x) = k_A p_A, so k_A = c_A and every term vanishes.

When all proatoms are positive everywhere, each condition extends over the whole grid, and any one atom supplies the global constant c in ρ = c r₀. If also N = N₀, summing over the grid gives N = cN. Since N > 0, c = 1 and ρ = r₀.

**Disjoint proatoms** show the limiting case. Put one electron of atom 0 at point 0 and one of atom 1 at point 1, with no overlap, and let ρ = (1, 2). Then q = (1, 2) and p = (1, 1), so C = D = 2 log 2, although ρ is not a multiple of r₀ = (1, 1). Each atom has its own scale factor, and the populations record both.

## Densities, populations and theorems in Lean

`Atom` and `Grid` are finite types. The real number `r A x` is the weighted density of proatom A at point x, and `ρ x` is the weighted molecular density. The definitions `promolecule`, `proatomPopulation` and `hirshfeldPopulation` are r₀, p_A and q_A; `chargeInformation` is C, built from populations despite its name, and `densityInformation` is D.

The main theorem, `hirshfeld_charge_information`, says that for at least one atom and one grid point, with `ρ` and `r` positive everywhere, C ≤ D, and C = D if and only if one real constant relates `ρ` to the promolecule at all points. The more general `chargeInformation_le_and_eq_iff` allows proatoms to vanish at some points and has one constant per atom. Its hypothesis `h0` says that at least one proatom reaches each grid point, and `hp` says that each proatom holds some electrons on the grid. `eq_promolecule_iff_of_isoelectronic` returns to proatoms that are positive everywhere and adds equal electron numbers as `hN`; then C = D exactly when ρ = r₀.

```lean
import Mathlib

open Finset

namespace HirshfeldChargeInformation

noncomputable section

variable {Atom Grid : Type*} [Fintype Atom] [Fintype Grid]

/-- The promolecular density: the sum of the proatom densities at a grid point. -/
def promolecule (r : Atom → Grid → ℝ) (x : Grid) : ℝ := ∑ A, r A x

/-- The electron population of the free proatom `A`. -/
def proatomPopulation (r : Atom → Grid → ℝ) (A : Atom) : ℝ := ∑ x, r A x

/-- The Hirshfeld population of atom `A` in the density `ρ`, for a promolecule that
vanishes nowhere. -/
def hirshfeldPopulation (r : Atom → Grid → ℝ) (ρ : Grid → ℝ) (A : Atom) : ℝ :=
  ∑ x, ρ x * r A x / promolecule r x

/-- The information in the Hirshfeld populations relative to the proatom populations, for positive
populations and a positive promolecule. -/
def chargeInformation (r : Atom → Grid → ℝ) (ρ : Grid → ℝ) : ℝ :=
  ∑ A, hirshfeldPopulation r ρ A *
    Real.log (hirshfeldPopulation r ρ A / proatomPopulation r A)

/-- The information in the density relative to the promolecule, for a positive density and a
positive promolecule. -/
def densityInformation (r : Atom → Grid → ℝ) (ρ : Grid → ℝ) : ℝ :=
  ∑ x, ρ x * Real.log (ρ x / promolecule r x)

/-- The local information gap between a density ratio `t` and a reference ratio `c`,
for positive `t` and `c`. -/
def gap (t c : ℝ) : ℝ := t * Real.log (t / c) - t + c

/-- For positive ratios the gap is nonnegative, and it vanishes exactly when the two
ratios agree. -/
theorem gap_nonneg_and_eq_zero_iff {t c : ℝ} (ht : 0 < t) (hc : 0 < c) :
    0 ≤ gap t c ∧ (gap t c = 0 ↔ t = c) := by
  have hself : gap c c = 0 := by simp [gap, div_self hc.ne']
  by_cases h : t = c
  · subst h
    exact ⟨hself.ge, by simp [hself]⟩
  · -- the strict bound log y < y - 1 at y = c / t
    have h1 : c / t ≠ 1 := by
      intro h2
      rw [div_eq_one_iff_eq ht.ne'] at h2
      exact h h2.symm
    have h3 := mul_lt_mul_of_pos_left
      (Real.log_lt_sub_one_of_pos (div_pos hc ht) h1) ht
    have h4 : Real.log (t / c) = -Real.log (c / t) := by rw [← Real.log_inv, inv_div]
    have h5 : t * (c / t - 1) = c - t := by field_simp
    have hpos : 0 < gap t c := by
      unfold gap
      rw [h4]
      linarith
    exact ⟨hpos.le, fun h0 => absurd h0 hpos.ne', fun h0 => absurd h0 h⟩

variable {r : Atom → Grid → ℝ} {ρ : Grid → ℝ}

/-- For a positive density, nonnegative proatoms and a positive promolecule, an atom whose proatom
holds some electrons has a positive Hirshfeld population. -/
theorem hirshfeldPopulation_pos (hρ : ∀ x, 0 < ρ x) (hr : ∀ A x, 0 ≤ r A x)
    (h0 : ∀ x, 0 < promolecule r x) {A : Atom} (hp : 0 < proatomPopulation r A) :
    0 < hirshfeldPopulation r ρ A := by
  have h : ∑ _x : Grid, (0 : ℝ) < ∑ x, r A x := by
    rw [Finset.sum_const_zero]
    exact hp
  obtain ⟨x, hx, hrx⟩ := Finset.exists_lt_of_sum_lt h
  exact Finset.sum_pos'
    (fun y _ => div_nonneg (mul_nonneg (hρ y).le (hr A y)) (h0 y).le)
    ⟨x, hx, div_pos (mul_pos (hρ x) hrx) (h0 x)⟩

/-- The information lost in passing from a positive density to its Hirshfeld populations is
the proatom-weighted sum of local gaps, for nonnegative proatoms with positive populations
and a positive promolecule. -/
theorem information_loss_eq (hρ : ∀ x, 0 < ρ x) (hr : ∀ A x, 0 ≤ r A x)
    (h0 : ∀ x, 0 < promolecule r x) (hp : ∀ A, 0 < proatomPopulation r A) :
    densityInformation r ρ - chargeInformation r ρ =
      ∑ A, ∑ x, r A x * gap (ρ x / promolecule r x)
        (hirshfeldPopulation r ρ A / proatomPopulation r A) := by
  -- the loss atom by atom
  have hA : ∀ A, ∑ x, r A x * gap (ρ x / promolecule r x)
        (hirshfeldPopulation r ρ A / proatomPopulation r A) =
      ∑ x, r A x * (ρ x / promolecule r x * Real.log (ρ x / promolecule r x)) -
        hirshfeldPopulation r ρ A *
          Real.log (hirshfeldPopulation r ρ A / proatomPopulation r A) := by
    intro A
    have hc := div_pos (hirshfeldPopulation_pos hρ hr h0 (hp A)) (hp A)
    have hpc : (∑ x, r A x) * (hirshfeldPopulation r ρ A / proatomPopulation r A) =
        hirshfeldPopulation r ρ A := by
      have hne := (hp A).ne'
      change proatomPopulation r A * _ = _
      field_simp
    have hq : ∑ x, r A x * (ρ x / promolecule r x) = hirshfeldPopulation r ρ A :=
      Finset.sum_congr rfl fun x _ => by ring
    generalize hirshfeldPopulation r ρ A / proatomPopulation r A = c at hc hpc ⊢
    have hterm : ∀ x, r A x * gap (ρ x / promolecule r x) c =
        r A x * (ρ x / promolecule r x * Real.log (ρ x / promolecule r x)) -
          r A x * (ρ x / promolecule r x) * Real.log c -
          r A x * (ρ x / promolecule r x) + r A x * c := by
      intro x
      unfold gap
      rw [Real.log_div (div_pos (hρ x) (h0 x)).ne' hc.ne']
      ring
    rw [Finset.sum_congr rfl fun x _ => hterm x, Finset.sum_add_distrib,
      Finset.sum_sub_distrib, Finset.sum_sub_distrib, ← Finset.sum_mul,
      ← Finset.sum_mul, hq, hpc]
    ring
  -- the proatoms add up to the promolecule
  have hD : ∑ A, ∑ x, r A x *
      (ρ x / promolecule r x * Real.log (ρ x / promolecule r x)) =
      densityInformation r ρ := by
    rw [Finset.sum_comm]
    refine Finset.sum_congr rfl fun x _ => ?_
    have hne := (h0 x).ne'
    have hx : promolecule r x * (ρ x / promolecule r x) = ρ x := by field_simp
    rw [← Finset.sum_mul]
    change promolecule r x * _ = _
    rw [← mul_assoc, hx]
  rw [Finset.sum_congr rfl fun A _ => hA A, Finset.sum_sub_distrib, hD]
  rfl

/-- For a positive density, nonnegative proatoms with positive populations and a positive
promolecule, the populations carry at most the information of the density. Equality holds
exactly when the density is proportional to the promolecule on the support of each proatom. -/
theorem chargeInformation_le_and_eq_iff (hρ : ∀ x, 0 < ρ x) (hr : ∀ A x, 0 ≤ r A x)
    (h0 : ∀ x, 0 < promolecule r x) (hp : ∀ A, 0 < proatomPopulation r A) :
    chargeInformation r ρ ≤ densityInformation r ρ ∧
      (chargeInformation r ρ = densityInformation r ρ ↔
        ∃ c : Atom → ℝ, ∀ A x, 0 < r A x → ρ x = c A * promolecule r x) := by
  have hloss := information_loss_eq hρ hr h0 hp
  have hg := fun A x => gap_nonneg_and_eq_zero_iff (div_pos (hρ x) (h0 x))
    (div_pos (hirshfeldPopulation_pos hρ hr h0 (hp A)) (hp A))
  have hn := fun A x => mul_nonneg (hr A x) (hg A x).1
  have hs := fun A => Finset.sum_nonneg fun x (_ : x ∈ Finset.univ) => hn A x
  have hall := Finset.sum_nonneg fun A (_ : A ∈ Finset.univ) => hs A
  refine ⟨by linarith, fun h => ?_, fun ⟨c, hc⟩ => ?_⟩
  · -- no loss: every nonnegative term vanishes
    rw [h, sub_self] at hloss
    refine ⟨fun A => hirshfeldPopulation r ρ A / proatomPopulation r A, fun A x hx => ?_⟩
    have h1 := (Finset.sum_eq_zero_iff_of_nonneg fun A _ => hs A).1 hloss.symm A
      (Finset.mem_univ A)
    have h2 := (Finset.sum_eq_zero_iff_of_nonneg fun x _ => hn A x).1 h1 x
      (Finset.mem_univ x)
    have h3 := (hg A x).2.1 ((mul_eq_zero.1 h2).resolve_left hx.ne')
    exact (div_eq_iff (h0 x).ne').1 h3
  · -- the common ratio on a support is the population ratio
    have hq : ∀ A, hirshfeldPopulation r ρ A / proatomPopulation r A = c A := by
      intro A
      rw [div_eq_iff (hp A).ne']
      unfold hirshfeldPopulation proatomPopulation
      rw [Finset.mul_sum]
      refine Finset.sum_congr rfl fun x _ => ?_
      rcases (hr A x).eq_or_lt with hx | hx
      · simp [← hx]
      · rw [div_eq_iff (h0 x).ne', hc A x hx]
        ring
    have hz : densityInformation r ρ - chargeInformation r ρ = 0 := by
      rw [hloss]
      refine Finset.sum_eq_zero fun A _ => Finset.sum_eq_zero fun x _ => ?_
      rcases (hr A x).eq_or_lt with hx | hx
      · rw [← hx, zero_mul]
      · rw [(hg A x).2.2 (by rw [hq A, div_eq_iff (h0 x).ne', hc A x hx]), mul_zero]
    linarith

/-- For at least one atom and a nonempty grid, with a positive density and positive proatoms, the
Hirshfeld populations carry at most the information of the density, with equality exactly when the
density is a constant multiple of the promolecule. -/
theorem hirshfeld_charge_information [Nonempty Atom] [Nonempty Grid]
    (hρ : ∀ x, 0 < ρ x) (hr : ∀ A x, 0 < r A x) :
    chargeInformation r ρ ≤ densityInformation r ρ ∧
      (chargeInformation r ρ = densityInformation r ρ ↔
        ∃ c : ℝ, ∀ x, ρ x = c * promolecule r x) := by
  obtain ⟨hle, heq⟩ := chargeInformation_le_and_eq_iff hρ (fun A x => (hr A x).le)
    (fun x => Finset.sum_pos (fun A _ => hr A x) Finset.univ_nonempty)
    (fun A => Finset.sum_pos (fun x _ => hr A x) Finset.univ_nonempty)
  refine ⟨hle, heq.trans ⟨fun ⟨c, hc⟩ => ?_, fun ⟨c, hc⟩ => ⟨fun _ => c, fun _ x _ => hc x⟩⟩⟩
  obtain ⟨A⟩ := ‹Nonempty Atom›
  exact ⟨c A, fun x => hc A x (hr A x)⟩

/-- If a positive density has as many electrons as the promolecule of positive proatoms, its
Hirshfeld populations carry all its information exactly when it is the promolecular density. -/
theorem eq_promolecule_iff_of_isoelectronic [Nonempty Atom] [Nonempty Grid]
    (hρ : ∀ x, 0 < ρ x) (hr : ∀ A x, 0 < r A x)
    (hN : ∑ x, ρ x = ∑ x, promolecule r x) :
    chargeInformation r ρ = densityInformation r ρ ↔ ρ = promolecule r := by
  refine (hirshfeld_charge_information hρ hr).2.trans
    ⟨fun ⟨c, hc⟩ => ?_, fun h => ⟨1, fun x => by rw [h, one_mul]⟩⟩
  have hpos : 0 < ∑ x, ρ x := Finset.sum_pos (fun x _ => hρ x) Finset.univ_nonempty
  have h1 : ∑ x, ρ x = c * ∑ x, promolecule r x := by
    rw [Finset.mul_sum]
    exact Finset.sum_congr rfl fun x _ => hc x
  rw [← hN] at h1
  -- equal electron numbers fix the constant to one
  have hc1 : c = 1 := mul_right_cancel₀ hpos.ne' (by linarith)
  funext x
  rw [hc x, hc1, one_mul]

/-- Two proatoms of one electron each on separate grid points, and a molecular density with values 1
and 2 there: the populations carry all the information, yet the density is not a multiple of the
promolecule. -/
theorem disjoint_proatoms_sharpness :
    let r : Fin 2 → Fin 2 → ℝ := ![![1, 0], ![0, 1]]
    let ρ : Fin 2 → ℝ := ![1, 2]
    chargeInformation r ρ = densityInformation r ρ ∧
      ¬ ∃ c : ℝ, ∀ x, ρ x = c * promolecule r x := by
  intro r ρ
  constructor
  · simp [r, ρ, chargeInformation, densityInformation, hirshfeldPopulation,
      proatomPopulation, promolecule, Fin.sum_univ_two]
  · rintro ⟨c, hc⟩
    have h1 : (1 : ℝ) = c := by
      simpa [r, ρ, promolecule, Fin.sum_univ_two] using hc 0
    have h2 : (2 : ℝ) = c := by
      simpa [r, ρ, promolecule, Fin.sum_univ_two] using hc 1
    linarith

end

end HirshfeldChargeInformation
```

```lean
#print axioms HirshfeldChargeInformation.hirshfeld_charge_information
-- 'HirshfeldChargeInformation.hirshfeld_charge_information' depends on axioms: [propext, Classical.choice, Quot.sound]
#print axioms HirshfeldChargeInformation.eq_promolecule_iff_of_isoelectronic
-- 'HirshfeldChargeInformation.eq_promolecule_iff_of_isoelectronic' depends on axioms: [propext, Classical.choice, Quot.sound]
#print axioms HirshfeldChargeInformation.disjoint_proatoms_sharpness
-- 'HirshfeldChargeInformation.disjoint_proatoms_sharpness' depends on axioms: [propext, Classical.choice, Quot.sound]
```

## From the local inequality to the equality cases

`gap_nonneg_and_eq_zero_iff` separates t = c from t ≠ c and takes the strict logarithm bound from Mathlib. `hirshfeldPopulation_pos` finds a point where the proatom is positive, which makes the ratio q_A/p_A positive and allows its logarithm to be split off.

`information_loss_eq` is the identity for D − C. Its step `hA` is the calculation for one atom, and `hD` exchanges the two sums so that the proatoms add up to the promolecule.

In `chargeInformation_le_and_eq_iff`, nonnegativity of the double sum gives the bound. For equality, `Finset.sum_eq_zero_iff_of_nonneg` is applied first to the sum over atoms and then to the sum over points, to reach each single term. In the converse, `hq` identifies the constant of each atom with its population ratio. The main theorem then specialises this result to positive proatoms, and the isoelectronic theorem fixes the constant by summing over the grid. `disjoint_proatoms_sharpness` evaluates the two-point example directly.

## What holds on the grid and what remains for the continuum

The theorems hold for every finite grid and every set of proatoms that meet their hypotheses, however coarse the quadrature. They concern real numbers, so rounding in a running code is a separate matter. The step from these sums to integrals over space, including convergence as the grid is refined, is not treated here.

Positivity of `ρ` is assumed at every grid point. It excludes points where the density is zero and weighted values made negative by a negative quadrature weight. Positive proatoms stand for free-atom densities with tails that reach every grid point; if radial tables cut off at a finite radius leave zeros on the grid, the version with one constant per atom applies, provided that every grid point is still reached by at least one proatom and every proatom reaches some grid point. The proatoms are given data, and nothing is said about which free-atom states or charges should be chosen for them.

The normalised form and the remarks on nominal electron numbers and skipped points rest on the short arguments given here, not on theorems in the file.
